# Reduced-mass scaling of the radial Coulomb problem and of finite London sums

Suppose a London sum, squared dipole integrals over excitation energies, has been evaluated for two hydrogen atoms with an infinitely heavy nucleus, and the same quantity is wanted for two positronium atoms. The reduced mass drops from 1 to 1/2, so the excitation energies halve, and correcting the denominators alone gives a factor 2. That is too small by a factor of 16, because the lighter system is also twice as large and four dipole integrals enter each term. The theorems below track both effects for non-relativistic two-body Coulomb systems with charges ±1 and finite sets of normalisable states: the sum scales as μ⁻⁵ in the reduced mass μ, which is 32 for positronium. Atomic units are used, with μ in electron masses.

In Lean 4 with Mathlib:

```lean
import Mathlib

open MeasureTheory Set

namespace ReducedMassDispersion

noncomputable section
```

`Ioi 0` is the half-line r > 0, the domain of all integrals.

```lean
/-- `u` is twice differentiable on `r > 0` and solves the radial Coulomb equation
`-u''/(2μ) + l(l+1)u/(2μr²) - u/r = E u` for reduced mass `μ`. -/
def SolvesRadial (μ : ℝ) (l : ℕ) (E : ℝ) (u : ℝ → ℝ) : Prop :=
  ∃ u' u'' : ℝ → ℝ, ∀ r, 0 < r → HasDerivAt u (u' r) r ∧ HasDerivAt u' (u'' r) r ∧
    -u'' r / (2 * μ) + (l : ℝ) * (l + 1) * u r / (2 * μ * r ^ 2) - u r / r = E * u r
```

A `def` ending in `Prop` names a condition. Here u(r) is r times the radial wavefunction, l the angular momentum and E the energy, and the condition is

−u″(r)/(2μ) + l(l+1)u(r)/(2μr²) − u(r)/r = E u(r) for all r > 0.

`HasDerivAt u (u' r) r` says that u is differentiable at r with derivative u′(r), so `u'` and `u''` are true derivatives. No boundary condition at r = 0 is imposed. For l = 0 this admits, at every negative energy, a normalisable solution, and away from the atomic energy levels it does not vanish as r → 0 and is not a state of the atom. The theorems below hold for such solutions as well as for the physical states.

```lean
/-- The rescaled radial function `√μ u(μ r)`. -/
def rescale (μ : ℝ) (u : ℝ → ℝ) (r : ℝ) : ℝ := √μ * u (μ * r)
```

This is the map u ↦ w, with w(r) = √μ u(μr).

```lean
/-- The radial integral of `a r^k b` over `r > 0` converges and equals `d`. -/
def HasMoment (k : ℕ) (a b : ℝ → ℝ) (d : ℝ) : Prop :=
  IntegrableOn (fun r => a r * r ^ k * b r) (Ioi 0) ∧ ∫ r in Ioi (0 : ℝ), a r * r ^ k * b r = d
```

`HasMoment k a b d` reads: ∫₀^∞ a(r) rᵏ b(r) dr converges absolutely and equals d. The case k = 0, a = b, d = 1 is normalisation, with no r² weight because u already contains the factor r. Mathlib gives a non-integrable function the integral 0, so without the first clause a divergent moment would pass as d = 0.

```lean
/-- A normalised `l = 0` radial solution `u₀` of energy `E₀` and normalised radial solutions `u m` of angular momentum `k`
with energies above `E₀`, all for mass `μ`, joined by the radial moments `d m` of `r^k`. -/
structure IsMultipoleData {ι : Type*} (μ : ℝ) (k : ℕ) (u₀ : ℝ → ℝ) (E₀ : ℝ)
    (u : ι → ℝ → ℝ) (E d : ι → ℝ) : Prop where
  solves₀ : SolvesRadial μ 0 E₀ u₀
  norm₀ : HasMoment 0 u₀ u₀ 1
  solves : ∀ m, SolvesRadial μ k (E m) (u m)
  norm : ∀ m, HasMoment 0 (u m) (u m) 1
  gap : ∀ m, E₀ < E m
  moment : ∀ m, HasMoment k u₀ (u m) (d m)
```

A `structure` bundles named conditions. One atom is described by a normalised s state u₀ of energy E₀ and states u_m, labelled by m in an index type ι, each normalised, of angular momentum k and energy E_m > E₀, with d_m = ∫ u₀ rᵏ u_m dr. Matching the angular momentum to the power k is the selection rule for a 2ᵏ-pole transition out of an s state, put in by definition. Normalisation excludes continuum states. The u_m need not be distinct or orthogonal, and u₀ is only required to lie below the listed states.

```lean
/-- The finite sum over pairs of states of `d_m² q_n²` divided by the sum of the two
excitation energies `E_m - E₀` and `E'_n - E₀`. -/
def londonSum {ι κ : Type*} [Fintype ι] [Fintype κ] (E₀ : ℝ) (E d : ι → ℝ) (E' q : κ → ℝ) : ℝ :=
  ∑ m, ∑ n, d m ^ 2 * q n ^ 2 / ((E m - E₀) + (E' n - E₀))
```

For a second family with energies E′_n and moments q_n,

S = Σ_m Σ_n d_m² q_n² / ((E_m − E₀) + (E′_n − E₀)).

Both families are finite, and an empty one gives S = 0. This is the radial part of the second-order expression for a dispersion coefficient such as C₆, truncated. The perturbation theory leading to it, the angular factors and the sum over a complete set are absent, so S is not C₆ itself.

```lean
/-- If `u` solves the unit-mass radial equation with energy `E`, then `√μ u(μ r)` solves the
mass-`μ` equation with energy `μ E`. -/
theorem solves_rescale {μ E : ℝ} {l : ℕ} {u : ℝ → ℝ} (hμ : 0 < μ) (h : SolvesRadial 1 l E u) :
    SolvesRadial μ l (μ * E) (rescale μ u) := by
  obtain ⟨u', u'', h⟩ := h
  refine ⟨fun r => √μ * (μ * u' (μ * r)), fun r => √μ * (μ * (μ * u'' (μ * r))), fun r hr => ?_⟩
  obtain ⟨h1, h2, h3⟩ := h (μ * r) (mul_pos hμ hr)
  -- chain rule: each derivative brings a factor μ
  have hl : HasDerivAt (fun x => μ * x) μ r :=
    ((hasDerivAt_id' r).const_mul μ).congr_deriv (mul_one μ)
  have c1 : HasDerivAt (fun x => u (μ * x)) (u' (μ * r) * μ) r := h1.comp r hl
  have c2 : HasDerivAt (fun x => u' (μ * x)) (u'' (μ * r) * μ) r := h2.comp r hl
  refine ⟨(c1.const_mul (√μ)).congr_deriv (by beta_reduce; ring),
    ((c2.const_mul μ).const_mul (√μ)).congr_deriv (by beta_reduce; ring), ?_⟩
  have hμ' := hμ.ne'
  have hr' := hr.ne'
  unfold rescale
  beta_reduce
  generalize √μ = s
  -- the mass-μ equation at r is √μ μ times the unit-mass equation at μ r
  calc _ = s * μ * (-u'' (μ * r) / (2 * 1) + (l : ℝ) * (l + 1) * u (μ * r) / (2 * 1 * (μ * r) ^ 2)
        - u (μ * r) / (μ * r)) := by field_simp
    _ = _ := by rw [h3]; ring
```

In words: for μ > 0, a unit-mass solution u of energy E gives a mass-μ solution w of energy μE. By hand, the chain rule gives

w′(r) = √μ μ u′(μr),  w″(r) = √μ μ² u″(μr).

Put s = μr, so 1/r = μ/s. The three terms become

−w″/(2μ) = √μ μ · (−u″(s)/2),

l(l+1)w/(2μr²) = √μ μ · l(l+1)u(s)/(2s²),

−w/r = √μ μ · (−u(s)/s).

Their sum is √μ μ · E u(s) = μE w(r). The first `refine` supplies exactly these w′ and w″. The unit-mass hypothesis is used at the point `μ * r`, which is positive by `mul_pos hμ hr`; `c1` and `c2` are the chain rule. In the `calc` block `field_simp` clears denominators to confirm the three-term identity, and `rw [h3]` replaces the bracket by E u(μr).

```lean
/-- The radial moment of `r^k` between rescaled functions converges and is `μ^(-k)` times the
original moment. -/
theorem hasMoment_rescale {μ d : ℝ} {k : ℕ} {a b : ℝ → ℝ} (hμ : 0 < μ) (h : HasMoment k a b d) :
    HasMoment k (rescale μ a) (rescale μ b) (d / μ ^ k) := by
  have hμ' := hμ.ne'
  obtain ⟨g, hg⟩ : ∃ g : ℝ → ℝ, g = fun s => a s * s ^ k * b s := ⟨_, rfl⟩
  have h1 : IntegrableOn g (Ioi 0) := by rw [hg]; exact h.1
  have h2 : ∫ s in Ioi (0 : ℝ), g s = d := by rw [hg]; exact h.2
  have e : ∀ r, rescale μ a r * r ^ k * rescale μ b r = μ / μ ^ k * g (μ * r) := by
    intro r
    rw [hg]
    unfold rescale
    beta_reduce
    calc _ = (√μ * √μ) * (a (μ * r) * r ^ k * b (μ * r)) := by ring
      _ = _ := by rw [Real.mul_self_sqrt hμ.le, mul_pow]; field_simp
  -- substitution s = μ r
  have hi : IntegrableOn (fun r => g (μ * r)) (Ioi 0) :=
    (integrableOn_Ioi_comp_mul_left_iff g 0 hμ).2 (by rw [mul_zero]; exact h1)
  have hv : ∫ r in Ioi (0 : ℝ), g (μ * r) = μ⁻¹ * d := by
    rw [integral_comp_mul_left_Ioi g 0 hμ, mul_zero, smul_eq_mul, h2]
  unfold HasMoment
  simp only [e]
  refine ⟨Integrable.const_mul hi _, ?_⟩
  rw [integral_const_mul, hv]
  field_simp
```

Let g(s) = a(s) sᵏ b(s). Since √μ·√μ = μ and rᵏ = (μr)ᵏ/μᵏ, the rescaled integrand is (μ/μᵏ) g(μr), which is step `e`. Substituting s = μr,

∫₀^∞ (μ/μᵏ) g(μr) dr = (μ/μᵏ)(1/μ) d = d/μᵏ.

The proof turns on this change of variables, which Mathlib splits in two. `integral_comp_mul_left_Ioi g 0 hμ` states that the integral of g(μr) over r > 0 is μ⁻¹ times the integral of g over s > μ·0; `mul_zero` turns that lower limit back into 0. It concerns the value only. Convergence comes from `integrableOn_Ioi_comp_mul_left_iff`, an equivalence between integrability of g(μr) and of g on the corresponding half-lines, used from right to left by `.2`. Both need μ > 0, so that the half-line maps onto itself.

The prefactor √μ is invisible in the differential equation, which is linear, and so it is readily forgotten. With u(μr) alone the normalisation integral is 1/μ, the dipole integral d/μ², and the dipole sum would appear to scale as μ⁻⁹.

```lean
/-- Rescaling turns unit-mass multipole data into mass-`μ` data with energies multiplied by `μ`
and moments divided by `μ^k`. -/
theorem IsMultipoleData.rescale_mass {ι : Type*} {μ E₀ : ℝ} {k : ℕ} {u₀ : ℝ → ℝ} {u : ι → ℝ → ℝ}
    {E d : ι → ℝ} (hμ : 0 < μ) (A : IsMultipoleData 1 k u₀ E₀ u E d) :
    IsMultipoleData μ k (rescale μ u₀) (μ * E₀) (fun m => rescale μ (u m)) (fun m => μ * E m)
      (fun m => d m / μ ^ k) where
  solves₀ := solves_rescale hμ A.solves₀
  norm₀ := by simpa using hasMoment_rescale hμ A.norm₀
  solves m := solves_rescale hμ (A.solves m)
  norm m := by simpa using hasMoment_rescale hμ (A.norm m)
  gap m := mul_lt_mul_of_pos_left (A.gap m) hμ
  moment m := hasMoment_rescale hμ (A.moment m)
```

Each condition is carried over separately: the equations by `solves_rescale`, the moments by `hasMoment_rescale`, the norms by its case k = 0, where 1/μ⁰ = 1, and the gap by multiplying E₀ < E_m by μ > 0. At μ = 0 the statement fails for any data: `rescale 0 u₀` is the zero function, whose norm integral is 0, not 1.

```lean
/-- Two finite unit-mass families of multipole orders `k` and `l` rescale to mass-`μ` families,
and their London sum is divided by `μ^(2k+2l+1)`. -/
theorem multipole_dispersion_scaling {ι κ : Type*} [Fintype ι] [Fintype κ] {μ E₀ : ℝ} {k l : ℕ}
    {u₀ : ℝ → ℝ} {u : ι → ℝ → ℝ} {E d : ι → ℝ} {v : κ → ℝ → ℝ} {E' q : κ → ℝ} (hμ : 0 < μ)
    (A : IsMultipoleData 1 k u₀ E₀ u E d) (B : IsMultipoleData 1 l u₀ E₀ v E' q) :
    IsMultipoleData μ k (rescale μ u₀) (μ * E₀) (fun m => rescale μ (u m)) (fun m => μ * E m)
        (fun m => d m / μ ^ k) ∧
      IsMultipoleData μ l (rescale μ u₀) (μ * E₀) (fun n => rescale μ (v n)) (fun n => μ * E' n)
        (fun n => q n / μ ^ l) ∧
      londonSum (μ * E₀) (fun m => μ * E m) (fun m => d m / μ ^ k) (fun n => μ * E' n)
        (fun n => q n / μ ^ l) = londonSum E₀ E d E' q / μ ^ (2 * k + 2 * l + 1) := by
  refine ⟨A.rescale_mass hμ, B.rescale_mass hμ, ?_⟩
  unfold londonSum
  simp only [Finset.sum_div]
  refine Finset.sum_congr rfl fun m _ => Finset.sum_congr rfl fun n _ => ?_
  have hμ' := hμ.ne'
  have hG : (E m - E₀) + (E' n - E₀) ≠ 0 :=
    (add_pos (sub_pos.2 (A.gap m)) (sub_pos.2 (B.gap n))).ne'
  -- the energy denominator carries one factor μ
  rw [show μ * E m - μ * E₀ + (μ * E' n - μ * E₀) = μ * ((E m - E₀) + (E' n - E₀)) by ring]
  generalize (E m - E₀) + (E' n - E₀) = G at hG ⊢
  field_simp
  ring
```

Here k and l are the multipole orders of two families `A` and `B` sharing u₀ and E₀. The conclusion has three parts joined by ∧: both rescaled families are mass-μ data, and the London sum built from their energies and moments is S/μ^(2k+2l+1). Term by term, with G = (E_m − E₀) + (E′_n − E₀) > 0,

(d_m/μᵏ)² (q_n/μˡ)² / (μG) = [d_m² q_n²/G] / μ^(2k+2l+1).

`Finset.sum_div` moves the division inside the sums, `Finset.sum_congr` reduces the goal to one pair (m, n), `hG` gives G ≠ 0 from the two gaps, and the `rw [show …]` line factors μ out of the denominator.

One could instead give the atoms separate masses μ_A and μ_B. The numerator would scale by μ_A^(−2k) μ_B^(−2l), but the denominator μ_A(E_m − E₀) + μ_B(E′_n − E₀) has no common factor, and the single power law is lost. Also, d_m is a moment of the relative distance. For charges ±1 the dipole is the relative vector whatever the masses, while higher multipoles about the centre of mass carry mass-ratio factors, and the quadrupole vanishes for equal masses; that is a physical comment which no theorem here addresses.

```lean
/-- For dipole data the energies scale by `μ`, the radial dipole integrals by `1/μ`, and the
dipole-dipole London sum by `μ^(-5)`. -/
theorem dipole_dispersion_scaling {ι : Type*} [Fintype ι] {μ E₀ : ℝ} {u₀ : ℝ → ℝ}
    {u : ι → ℝ → ℝ} {E d : ι → ℝ} (hμ : 0 < μ) (A : IsMultipoleData 1 1 u₀ E₀ u E d) :
    IsMultipoleData μ 1 (rescale μ u₀) (μ * E₀) (fun m => rescale μ (u m)) (fun m => μ * E m)
        (fun m => d m / μ) ∧
      londonSum (μ * E₀) (fun m => μ * E m) (fun m => d m / μ) (fun m => μ * E m)
        (fun m => d m / μ) = londonSum E₀ E d E d / μ ^ 5 := by
  have h := multipole_dispersion_scaling hμ A A
  simp only [pow_one] at h
  exact ⟨h.1, h.2.2⟩
```

This is k = l = 1 with the same family on both atoms: energies scale by μ, dipole integrals by 1/μ, and the exponent is 2 + 2 + 1 = 5.

```lean
/-- At reduced mass `1/2` the energies halve, the dipole integrals double and
the dipole-dipole London sum is 32 times the unit-mass one. -/
theorem positronium_dispersion {ι : Type*} [Fintype ι] {E₀ : ℝ} {u₀ : ℝ → ℝ}
    {u : ι → ℝ → ℝ} {E d : ι → ℝ} (A : IsMultipoleData 1 1 u₀ E₀ u E d) :
    IsMultipoleData (1 / 2) 1 (rescale (1 / 2) u₀) (1 / 2 * E₀) (fun m => rescale (1 / 2) (u m))
        (fun m => 1 / 2 * E m) (fun m => 2 * d m) ∧
      londonSum (1 / 2 * E₀) (fun m => 1 / 2 * E m) (fun m => 2 * d m) (fun m => 1 / 2 * E m)
        (fun m => 2 * d m) = 32 * londonSum E₀ E d E d := by
  have h := dipole_dispersion_scaling (μ := 1 / 2) (by norm_num) A
  have e : (fun m => d m / (1 / 2)) = fun m => 2 * d m := by funext m; ring
  rw [e] at h
  refine ⟨h.1, ?_⟩
  rw [h.2]
  ring
```

At μ = 1/2, d/μ = 2d and 1/μ⁵ = 32. Positronium enters only through this value of μ; spin, annihilation and exchange between the two atoms are not modelled.

```lean
/-- If `a r^k b = C r^n e^(-s r)` with `C, s > 0`, the radial moment is `C n! / s^(n+1)`. -/
theorem hasMoment_of_exp {k : ℕ} {a b : ℝ → ℝ} {d : ℝ} (n : ℕ) (C s : ℝ) (hC : 0 < C)
    (hs : 0 < s) (hf : ∀ r, a r * r ^ k * b r = C * (r ^ n * Real.exp (-(s * r))))
    (hd : d = C * ((1 / s) ^ (n + 1) * (Nat.factorial n : ℝ))) : HasMoment k a b d := by
  have h := Real.integral_rpow_mul_exp_neg_mul_Ioi (a := (n : ℝ) + 1) (by positivity) hs
  rw [show (n : ℝ) + 1 - 1 = n by ring, Real.Gamma_nat_eq_factorial,
    show (n : ℝ) + 1 = ((n + 1 : ℕ) : ℝ) by push_cast; ring] at h
  simp only [Real.rpow_natCast] at h
  have hI : ∫ r in Ioi (0 : ℝ), a r * r ^ k * b r = d := by
    simp only [hf]
    rw [integral_const_mul, h, hd]
  have hne : (∫ r in Ioi (0 : ℝ), a r * r ^ k * b r) ≠ 0 := by rw [hI, hd]; positivity
  exact ⟨Integrable.of_integral_ne_zero hne, hI⟩
```

This helper evaluates

∫₀^∞ C rⁿ e^(−sr) dr = C n!/s^(n+1)

for constants C, s > 0. It takes Mathlib's Gamma integral at exponent n + 1, rewrites Γ(n+1) as n!, and obtains convergence from the positive value through `Integrable.of_integral_ne_zero`.

```lean
/-- The radial function `2 r e^(-r)`. -/
def u1s (r : ℝ) : ℝ := 2 * r * Real.exp (-r)

/-- The radial function `r² e^(-r/2) / √24`. -/
def u2p (r : ℝ) : ℝ := 1 / √(24 : ℝ) * r ^ 2 * Real.exp (-(r / 2))
```

These are the hydrogen 1s and 2p radial functions at unit mass.

```lean
/-- The functions `u1s` and `u2p`, with energies `-1/2` and `-1/8`, are unit-mass dipole data
with radial dipole integral `512/(81√24)`. -/
theorem dipole_data_witness : IsMultipoleData 1 1 u1s (-1 / 2) (fun _ : Unit => u2p)
    (fun _ => -1 / 8) (fun _ => 512 / (81 * √(24 : ℝ))) := by
  have hq : ∀ p0 p1 p2 s r : ℝ,
      HasDerivAt (fun x => (p0 + p1 * x + p2 * (x * x)) * Real.exp (-(s * x)))
        ((p1 + 2 * p2 * r - s * (p0 + p1 * r + p2 * (r * r))) * Real.exp (-(s * r))) r := by
    intro p0 p1 p2 s r
    have hx := hasDerivAt_id' r
    exact ((((hx.const_mul p1).const_add p0).fun_add ((hx.fun_mul hx).const_mul p2)).fun_mul
      (hx.const_mul s).fun_neg.exp).congr_deriv (by ring)
  obtain ⟨c, hc⟩ : ∃ c : ℝ, c = 1 / √(24 : ℝ) := ⟨_, rfl⟩
  have hc0 : 0 < c := by rw [hc]; positivity
  have hcc : c * c = 1 / 24 := by
    rw [hc, div_mul_div_comm, Real.mul_self_sqrt (by norm_num : (0 : ℝ) ≤ 24), one_mul]
  have f4 : (Nat.factorial 4 : ℝ) = 24 := by norm_num [Nat.factorial]
  have e1 : ∀ x, u1s x = (0 + 2 * x + 0 * (x * x)) * Real.exp (-(1 * x)) := by
    intro x; unfold u1s; rw [one_mul]; ring
  have e2 : ∀ x, u2p x = (0 + 0 * x + c * (x * x)) * Real.exp (-(1 / 2 * x)) := by
    intro x; unfold u2p; rw [← hc, show x / 2 = 1 / 2 * x by ring]; ring
  have ex : ∀ s t r : ℝ, Real.exp (-((s + t) * r)) = Real.exp (-(s * r)) * Real.exp (-(t * r)) := by
    intro s t r; rw [← Real.exp_add]; congr 1; ring
  refine ⟨⟨fun r => (2 + (-2) * r + 0 * (r * r)) * Real.exp (-(1 * r)),
      fun r => (-4 + 2 * r + 0 * (r * r)) * Real.exp (-(1 * r)), fun r hr => ⟨?_, ?_, ?_⟩⟩, ?_,
    fun _ => ⟨fun r => (0 + 2 * c * r + (-c / 2) * (r * r)) * Real.exp (-(1 / 2 * r)),
      fun r => (2 * c + (-2 * c) * r + c / 4 * (r * r)) * Real.exp (-(1 / 2 * r)),
      fun r hr => ⟨?_, ?_, ?_⟩⟩, fun _ => ?_, fun _ => by norm_num, fun _ => ?_⟩
  · rw [(funext e1 : u1s = _)]
    exact (hq 0 2 0 1 r).congr_deriv (by beta_reduce; ring)
  · exact (hq 2 (-2) 0 1 r).congr_deriv (by beta_reduce; ring)
  · have hr' := hr.ne'
    beta_reduce
    rw [e1 r, Nat.cast_zero]
    generalize Real.exp (-(1 * r)) = t
    field_simp
    ring
  · exact hasMoment_of_exp 2 4 (1 + 1) (by norm_num) (by norm_num)
      (fun r => by rw [e1 r, ex]; ring) (by norm_num [Nat.factorial])
  · beta_reduce
    rw [(funext e2 : u2p = _)]
    exact (hq 0 0 c (1 / 2) r).congr_deriv (by ring)
  · exact (hq 0 (2 * c) (-c / 2) (1 / 2) r).congr_deriv (by beta_reduce; ring)
  · have hr' := hr.ne'
    beta_reduce
    rw [e2 r, Nat.cast_one]
    generalize Real.exp (-(1 / 2 * r)) = t
    field_simp
    ring
  · exact hasMoment_of_exp 4 (c * c) (1 / 2 + 1 / 2) (by positivity) (by norm_num)
      (fun r => by rw [e2 r, ex]; ring) (by rw [f4, hcc]; norm_num)
  · rw [show 512 / (81 * √(24 : ℝ)) = 512 / 81 * c by rw [hc]; ring]
    exact hasMoment_of_exp 4 (2 * c) (1 + 1 / 2) (by positivity) (by norm_num)
      (fun r => by rw [e1 r, e2 r, ex]; ring) (by rw [f4]; ring)

end

end ReducedMassDispersion
```

`Unit` is an index type with one element, so the family is the single state `u2p`. Write c = 1/√24. For 1s, u″ = (−4 + 2r)e^(−r), and

−u″/2 − u/r = (2 − r − 2)e^(−r) = −u/2.

For 2p, u″ = c(2 − 2r + r²/4)e^(−r/2), and

−u″/2 + u/r² − u/r = c(−1 + r − r²/8 + 1 − r)e^(−r/2) = −u/8.

The step `hq` differentiates a quadratic times an exponential once and serves all four derivatives. The three calls of `hasMoment_of_exp` give the norms 4·2!/2³ = 1 and c²·4! = 1, and the dipole integral

d = 2c·4!/(3/2)⁵ = 512/(81√24) ≈ 1.290.

With these numbers d² = 2¹⁵/3⁹ ≈ 1.665 and the gap is 3/8, so S = d⁴/(3/4) ≈ 2.7715/0.75 ≈ 3.695. At μ = 1/2 the energies are −1/4 and −1/16, the gap is 3/16, the dipole integral is 2d ≈ 2.581, and S = 16d⁴/(3/8) ≈ 44.344/0.375 ≈ 118.25, which is 32 times the unit-mass value.

```lean
#print axioms ReducedMassDispersion.multipole_dispersion_scaling
#print axioms ReducedMassDispersion.positronium_dispersion
```

```
'ReducedMassDispersion.multipole_dispersion_scaling' depends on axioms: [propext, Classical.choice, Quot.sound]
'ReducedMassDispersion.positronium_dispersion' depends on axioms: [propext, Classical.choice, Quot.sound]
```
